# Broken-symmetry and triplet energies in a two-orbital model with one mixing angle

## One angle for two orbitals

Relaxing a broken-symmetry determinant means here varying a single angle $\theta$. With two orthonormal orbitals $a$ and $b$, one on each site, the spin-up and spin-down electrons occupy the mirror-image orbitals

$$u=\cos\theta\,a+\sin\theta\,b,\qquad v=\sin\theta\,a+\cos\theta\,b .$$

Their overlap is $x=\langle u|v\rangle=\sin2\theta$. At $\theta=0$ the orbitals are frozen on their sites; at $\theta=\pi/4$ they coincide and the determinant is closed-shell. Independent angles for $u$ and $v$ are not considered.

Each site has one-electron energy $e$, and the hopping element is $-t$. The Coulomb integrals are $J_{aa}=J_{bb}$ and $J_{ab}$, the exchange integral is $K=(ab|ab)$, and $U=J_{aa}-J_{ab}$ is the repulsion cost of moving both electrons onto one site. Setting $(aa|ab)=(bb|ab)=0$ neglects hopping that depends on the occupation of the sites.

Broken-symmetry calculations extract exchange couplings from energy differences of this kind. In this two-orbital, one-angle model, the frozen difference contains only direct exchange, and the hopping enters through relaxation.

## The gap as a quadratic in the overlap

Write $c=\cos\theta$ and $s=\sin\theta$. The two spins are orthogonal, so the determinant has no exchange term and its energy is $h_{uu}+h_{vv}+(uu|vv)$. The one-electron part is

$$h_{uu}+h_{vv}=2(e-2tsc)=2e-2tx .$$

The charge distributions are $uu=c^2aa+s^2bb+2sc\,ab$ and $vv=s^2aa+c^2bb+2sc\,ab$. Hence

$$(uu|vv)=2s^2c^2J_{aa}+(c^4+s^4)J_{ab}+4s^2c^2K .$$

Since $c^4+s^4=1-2s^2c^2$ and $2s^2c^2=x^2/2$, this equals $J_{ab}+(U+2K)x^2/2$.

The triplet has one spin-up electron in each of $a$ and $b$. Its hopping contributions vanish, and exchange lowers its energy to $2e+J_{ab}-K$. Subtracting gives

$$\Delta(\theta)=K-2tx+\tfrac12(U+2K)x^2 ,$$

so the frozen value is $\Delta(0)=K$.

## Relaxation at weak and strong hopping

Put $A=U+2K$. For $A\neq0$, completing the square gives

$$\Delta=K-\frac{2t^2}{A}+\frac A2\left(x-\frac{2t}{A}\right)^2 .$$

If $t\ge0$, $A>0$ and $2t\le A$, then $2t/A$ lies in $[0,1]$ and is the sine of some $2\theta$. The minimum is therefore $K-2t^2/A$, reached exactly when $\sin2\theta=2t/A$. It is negative exactly when $KA<2t^2$.

If $0\le A\le2t$, compare with the value at $x=1$:

$$\Delta(\theta)-\Delta(\pi/4)=(1-x)(2t-A)+\tfrac A2(1-x)^2\ge0 .$$

The minimum is then $K-2t+A/2$, attained by the closed-shell determinant.

## A numerical instance

Take $t=2$, $K=1/2$ and $U=7$ in a common energy unit. Then $A=8$, and $2t=4\le8$. The optimal overlap is $x=4/8=1/2$, for instance at $\theta=\pi/12$. The gap there is

$$\tfrac12-2\cdot2\cdot\tfrac12+\tfrac12\cdot8\cdot\tfrac14=-\tfrac12 .$$

Relaxation has moved the determinant from $1/2$ above the triplet to $1/2$ below it, in agreement with $KA=4<8=2t^2$. With $t=1$ instead, the minimum is $1/2-2/8=1/4$, still above the triplet.

## The model in Lean

A `Dimer` holds the five real parameters, and `Dimer.U` is the difference $J_{aa}-J_{ab}$. Site indices 0 and 1 stand for $a$ and $b$; spin indices 0 and 1 stand for up and down. The functions `hop` and `eri` contain the one- and two-electron integrals.

A `State` is a real amplitude over the site and spin of both electrons. `slater` omits the factor $1/\sqrt2$, so both determinants have squared norm 2. `energy` divides `expect` by `sqNorm`, which gives the energy of the normalised state. Thus `gap` is a difference of two energies computed from the Hamiltonian.

In `relaxed_minimum`, `IsLeast (Set.range (gap D))` says that the stated number is a value of the gap at some angle and that no angle gives less. The second conjunct identifies all minimising angles. The hypotheses are $t\ge0$, $U+2K>0$ and $2t\le U+2K$. In the usual case $U>0$, $K\ge0$ the second holds automatically, and the other two limit the hopping to $0\le2t\le U+2K$.

The minimum is over this family alone, and the gap is in general not the singlet–triplet splitting. For $|x|<1$ the broken-symmetry determinant mixes singlet and triplet; for $|x|=1$ it is a closed-shell singlet, but in general not an eigenstate of the Hamiltonian.

```lean
import Mathlib

open Real

namespace BrokenSymmetryDimer

noncomputable section

/-- Parameters of two equivalent orthonormal orbitals: site energy `e`, hopping `-t`,
Coulomb integrals `Jaa` (same orbital) and `Jab` (different orbitals), exchange integral `K`. -/
structure Dimer where
  e : ℝ
  t : ℝ
  Jaa : ℝ
  Jab : ℝ
  K : ℝ

/-- The effective on-site repulsion `U = Jaa - Jab`. -/
def Dimer.U (D : Dimer) : ℝ := D.Jaa - D.Jab

/-- One-electron integrals: `e` on each site and `-t` between the sites. -/
def hop (D : Dimer) (p q : Fin 2) : ℝ := if p = q then D.e else -D.t

/-- Two-electron integrals `(pq|rs)` between the charge distributions `pq` and `rs`;
those of the type `(aa|ab)` vanish. -/
def eri (D : Dimer) (p q r s : Fin 2) : ℝ :=
  if p = q then (if r = s then (if p = r then D.Jaa else D.Jab) else 0)
  else (if r = s then 0 else D.K)

/-- A two-electron amplitude `Ψ p σ r τ`: first electron on site `p` with spin `σ`,
second electron on site `r` with spin `τ`. -/
abbrev State := Fin 2 → Fin 2 → Fin 2 → Fin 2 → ℝ

/-- The spin orbital with spatial part `φ` and spin `σ` (`0` is up, `1` is down). -/
def spinOrb (φ : Fin 2 → ℝ) (σ : Fin 2) (p τ : Fin 2) : ℝ := if τ = σ then φ p else 0

/-- The unnormalised Slater determinant of two spin orbitals. -/
def slater (χ₁ χ₂ : Fin 2 → Fin 2 → ℝ) : State :=
  fun p σ r τ => χ₁ p σ * χ₂ r τ - χ₂ p σ * χ₁ r τ

/-- The squared norm of a two-electron state. -/
def sqNorm (Ψ : State) : ℝ := ∑ σ, ∑ τ, ∑ p, ∑ r, Ψ p σ r τ ^ 2

/-- The matrix element `⟨Ψ|H|Ψ⟩` of the spin-free two-electron Hamiltonian. -/
def expect (D : Dimer) (Ψ : State) : ℝ :=
  ∑ σ, ∑ τ, ∑ p, ∑ q, ∑ r, ∑ s, Ψ p σ r τ *
    ((if r = s then hop D p q else 0) + (if p = q then hop D r s else 0) + eri D p q r s) *
    Ψ q σ s τ

/-- The energy `⟨Ψ|H|Ψ⟩ / ⟨Ψ|Ψ⟩` of a nonzero two-electron state. -/
def energy (D : Dimer) (Ψ : State) : ℝ := expect D Ψ / sqNorm Ψ

/-- The broken-symmetry determinant: `cos θ a + sin θ b` with spin up and
`sin θ a + cos θ b` with spin down. -/
def bsState (θ : ℝ) : State :=
  slater (spinOrb ![cos θ, sin θ] 0) (spinOrb ![sin θ, cos θ] 1)

/-- The triplet determinant with one spin-up electron in each of the orbitals `a` and `b`. -/
def triplet : State := slater (spinOrb ![1, 0] 0) (spinOrb ![0, 1] 0)

/-- The energy of the broken-symmetry determinant relative to the triplet. -/
def gap (D : Dimer) (θ : ℝ) : ℝ := energy D (bsState θ) - energy D triplet

/-- The squared norm of the opposite-spin determinant of `c a + s b` and `s a + c b`. -/
theorem sqNorm_mixed (c s : ℝ) :
    sqNorm (slater (spinOrb ![c, s] 0) (spinOrb ![s, c] 1)) = 2 * (c ^ 2 + s ^ 2) ^ 2 := by
  simp [sqNorm, slater, spinOrb, Fin.sum_univ_two]
  ring

/-- The Hamiltonian matrix element of the opposite-spin determinant of `c a + s b` and
`s a + c b`, for any real coefficients `c` and `s`. -/
theorem expect_mixed (D : Dimer) (c s : ℝ) :
    expect D (slater (spinOrb ![c, s] 0) (spinOrb ![s, c] 1)) =
      2 * ((2 * D.e + D.Jab) * (c ^ 2 + s ^ 2) ^ 2 - 4 * D.t * (s * c) * (c ^ 2 + s ^ 2)
        + 2 * (s * c) ^ 2 * (D.U + 2 * D.K)) := by
  simp [expect, slater, spinOrb, hop, eri, Dimer.U, Fin.sum_univ_two]
  ring

/-- The energy of the broken-symmetry determinant as a function of the mixing angle. -/
theorem energy_bsState (D : Dimer) (θ : ℝ) :
    energy D (bsState θ) = 2 * D.e + D.Jab - 2 * D.t * sin (2 * θ)
      + (D.U + 2 * D.K) * sin (2 * θ) ^ 2 / 2 := by
  unfold energy bsState
  rw [expect_mixed, sqNorm_mixed, cos_sq_add_sin_sq, sin_two_mul]
  ring

/-- The triplet energy is `2e + Jab - K`; the hopping does not contribute. -/
theorem energy_triplet (D : Dimer) : energy D triplet = 2 * D.e + D.Jab - D.K := by
  have hn : sqNorm triplet = 2 := by
    norm_num [sqNorm, triplet, slater, spinOrb, Fin.sum_univ_two]
  have he : expect D triplet = 2 * (2 * D.e + D.Jab - D.K) := by
    simp [expect, triplet, slater, spinOrb, hop, eri, Fin.sum_univ_two]
    ring
  rw [energy, hn, he]
  ring

/-- The broken-symmetry determinant lies `K - 2tx + (U + 2K)x²/2` above the triplet,
with `x = sin 2θ`. -/
theorem gap_eq (D : Dimer) (θ : ℝ) :
    gap D θ = D.K - 2 * D.t * sin (2 * θ) + (D.U + 2 * D.K) * sin (2 * θ) ^ 2 / 2 := by
  rw [gap, energy_bsState, energy_triplet]
  ring

/-- With frozen, unmixed orbitals the broken-symmetry determinant lies `K` above the triplet. -/
theorem gap_frozen (D : Dimer) : gap D 0 = D.K := by
  simp [gap_eq]

/-- For `U + 2K ≠ 0` the gap is `K - 2t²/(U + 2K)` plus a term quadratic in the
deviation of `sin 2θ` from `2t/(U + 2K)`. -/
theorem gap_eq_square (D : Dimer) (hA : D.U + 2 * D.K ≠ 0) (θ : ℝ) :
    gap D θ = D.K - 2 * D.t ^ 2 / (D.U + 2 * D.K)
      + (D.U + 2 * D.K) / 2 * (sin (2 * θ) - 2 * D.t / (D.U + 2 * D.K)) ^ 2 := by
  rw [gap_eq]
  generalize D.U + 2 * D.K = A at hA ⊢
  have h : A * A⁻¹ = 1 := mul_inv_cancel₀ hA
  linear_combination (2 * D.t * sin (2 * θ) - 2 * D.t ^ 2 * A⁻¹) * h

/-- For `t ≥ 0`, `U + 2K > 0` and `2t ≤ U + 2K`, the relaxed broken-symmetry determinant lies
`K - 2t²/(U + 2K)` above the triplet, and this minimum is reached exactly at
`sin 2θ = 2t/(U + 2K)`. -/
theorem relaxed_minimum (D : Dimer) (ht : 0 ≤ D.t) (hA : 0 < D.U + 2 * D.K)
    (h : 2 * D.t ≤ D.U + 2 * D.K) :
    IsLeast (Set.range (gap D)) (D.K - 2 * D.t ^ 2 / (D.U + 2 * D.K)) ∧
      ∀ θ, gap D θ = D.K - 2 * D.t ^ 2 / (D.U + 2 * D.K) ↔
        sin (2 * θ) = 2 * D.t / (D.U + 2 * D.K) := by
  have key : ∀ θ, gap D θ = D.K - 2 * D.t ^ 2 / (D.U + 2 * D.K) ↔
      sin (2 * θ) = 2 * D.t / (D.U + 2 * D.K) := by
    intro θ
    rw [gap_eq_square D hA.ne' θ, add_eq_left, mul_eq_zero, sq_eq_zero_iff, sub_eq_zero]
    exact or_iff_right (half_pos hA).ne'
  refine ⟨⟨?_, ?_⟩, key⟩
  · -- the optimal overlap lies in [0, 1], so some mixing angle realises it
    have h0 : 0 ≤ 2 * D.t / (D.U + 2 * D.K) := by positivity
    have h1 : 2 * D.t / (D.U + 2 * D.K) ≤ 1 := (div_le_one hA).mpr h
    refine ⟨arcsin (2 * D.t / (D.U + 2 * D.K)) / 2, (key _).mpr ?_⟩
    rw [mul_div_cancel₀ _ (two_ne_zero' ℝ)]
    exact sin_arcsin (by linarith) h1
  · rintro _ ⟨θ, rfl⟩
    rw [gap_eq_square D hA.ne' θ]
    exact le_add_of_nonneg_right (mul_nonneg (half_pos hA).le (sq_nonneg _))

/-- For `0 ≤ U + 2K ≤ 2t` the minimum over the mixing angle is `K - 2t + (U + 2K)/2`. -/
theorem strong_hopping_minimum (D : Dimer) (hA : 0 ≤ D.U + 2 * D.K)
    (h : D.U + 2 * D.K ≤ 2 * D.t) :
    IsLeast (Set.range (gap D)) (D.K - 2 * D.t + (D.U + 2 * D.K) / 2) := by
  constructor
  · -- at θ = π/4 both electrons occupy the same spatial orbital
    refine ⟨π / 4, ?_⟩
    rw [gap_eq, show 2 * (π / 4) = π / 2 by ring, sin_pi_div_two]
    ring
  · rintro _ ⟨θ, rfl⟩
    rw [gap_eq]
    have hx : 0 ≤ 1 - sin (2 * θ) := sub_nonneg.mpr (sin_le_one _)
    nlinarith [mul_nonneg hx (sub_nonneg.mpr h),
      mul_nonneg hA (sq_nonneg (1 - sin (2 * θ)))]

/-- For `t ≥ 0`, `U + 2K > 0` and `2t ≤ U + 2K`, some broken-symmetry determinant lies below
the triplet exactly when `K(U + 2K) < 2t²`. -/
theorem below_triplet_iff (D : Dimer) (ht : 0 ≤ D.t) (hA : 0 < D.U + 2 * D.K)
    (h : 2 * D.t ≤ D.U + 2 * D.K) :
    (∃ θ, gap D θ < 0) ↔ D.K * (D.U + 2 * D.K) < 2 * D.t ^ 2 := by
  obtain ⟨⟨⟨θ₀, h₀⟩, hmin⟩, -⟩ := relaxed_minimum D ht hA h
  rw [← lt_div_iff₀ hA, ← sub_neg]
  constructor
  · rintro ⟨θ, hθ⟩
    exact lt_of_le_of_lt (hmin ⟨θ, rfl⟩) hθ
  · intro hneg
    exact ⟨θ₀, h₀ ▸ hneg⟩

end

end BrokenSymmetryDimer
```

```lean
#print axioms BrokenSymmetryDimer.energy_bsState
#print axioms BrokenSymmetryDimer.gap_frozen
#print axioms BrokenSymmetryDimer.strong_hopping_minimum
#print axioms BrokenSymmetryDimer.below_triplet_iff
```

```
'BrokenSymmetryDimer.energy_bsState' depends on axioms: [propext, Classical.choice, Quot.sound]
'BrokenSymmetryDimer.gap_frozen' depends on axioms: [propext, Classical.choice, Quot.sound]
'BrokenSymmetryDimer.strong_hopping_minimum' depends on axioms: [propext, Classical.choice, Quot.sound]
'BrokenSymmetryDimer.below_triplet_iff' depends on axioms: [propext, Classical.choice, Quot.sound]
```

## From finite sums to the minimum

`sqNorm_mixed` and `expect_mixed` expand the norm and the matrix element for arbitrary real $c$ and $s$. `simp` evaluates the sums over sites and spins, and `ring` collects the polynomial. `energy_bsState` then inserts $c^2+s^2=1$ and the double-angle formula, and the common factor 2 cancels.

`energy_triplet` evaluates the other determinant in the same way. Subtraction gives `gap_eq`, and setting the angle to zero gives `gap_frozen`.

`gap_eq_square` completes the square. It abbreviates $U+2K$ to `A`, and `linear_combination` uses $AA^{-1}=1$ to verify the identity.

In `relaxed_minimum`, the auxiliary statement `key` says that the gap equals the proposed minimum exactly when the squared deviation vanishes. Half the arcsine of $2t/A$ supplies an angle, with the bounds `h0` and `h1` placing the argument in $[0,1]$. Nonnegativity of the square gives the lower bound.

For `strong_hopping_minimum`, the angle $\pi/4$ attains the value. The two products passed to `nlinarith` are the nonnegative terms in the comparison with $x=1$, up to a factor $1/2$ in the second.

`below_triplet_iff` rewrites $KA<2t^2$ as negativity of the relaxed minimum. If some gap is negative, the minimum is too; conversely, the minimising angle provides a determinant below the triplet.
